# Momentum jumps along a fixed direction: exact energy transfer, uniqueness and additive composition

## Momentum, direction and transferred energy

Let P be the momentum of nuclei that exchange energy with the electrons of a molecule, and let d be a unit vector giving the direction in momentum space along which the exchange acts. The nuclei receive an energy e, which is negative when they give energy up. The problem is to find the momentum after the exchange when only the component along d may change. Write

u = ⟨P,d⟩

for that component and M > 0 for the mass. The jump is

J_e(P) = P + (sign(u) √(u² + 2Me) − u) d.

Two letters differ from common use. Here e is an energy, not the elementary charge, and d has length one, whereas d often denotes the unnormalised nonadiabatic coupling vector.

Momenta are elements of a real inner product space `E` of any dimension that contains a unit vector. In one dimension there is no perpendicular part, and everything below still holds. All degrees of freedom share the single mass M.

```lean
import Mathlib

open scoped InnerProductSpace

namespace MomentumJump

noncomputable section

variable {E : Type*} [NormedAddCommGroup E] [InnerProductSpace ℝ E]
variable {M e : ℝ} {d P : E}
```

The kinetic energy is

K(P) = ‖P‖²/(2M).

```lean
/-- Kinetic energy of a particle of mass `M ≠ 0` and momentum `P`. -/
def kinetic (M : ℝ) (P : E) : ℝ := ‖P‖ ^ 2 / (2 * M)
```

The part of the momentum that the jump should leave alone is

P⊥ = P − u d.

```lean
/-- The part of the momentum `P` perpendicular to the unit vector `d`. -/
def perp (d P : E) : E := P - ⟪P, d⟫_ℝ • d
```

A jump is allowed when

u ≠ 0 and u² + 2Me > 0.

```lean
/-- The jump by the energy `e` is allowed: the momentum along `d` is nonzero, and its square
stays positive when `2 M e` is added. -/
def Allowed (M : ℝ) (d : E) (e : ℝ) (P : E) : Prop :=
  ⟪P, d⟫_ℝ ≠ 0 ∧ 0 < ⟪P, d⟫_ℝ ^ 2 + 2 * M * e
```

For M > 0 the second condition reads e > −u²/(2M): the nuclei can't give up all of the kinetic energy that they carry along d, or more. The first condition ensures that the motion along d has a sense, forward or backward, for the jump to preserve. In Lean, `Allowed M d e P` is a proposition, and the theorems that need it take it as the hypothesis `h`. The unit length of d is the hypothesis `hd`.

The jump itself is the formula above, written with `Real.sign` and `Real.sqrt`.

```lean
/-- The momentum after a jump along `d` by the energy `e`, meant for allowed jumps. -/
def jump (M : ℝ) (d : E) (e : ℝ) (P : E) : E :=
  P + (Real.sign ⟪P, d⟫_ℝ * Real.sqrt (⟪P, d⟫_ℝ ^ 2 + 2 * M * e) - ⟪P, d⟫_ℝ) • d
```

## The component along d

Take the inner product of J_e(P) with d. Since ⟨d,d⟩ = 1,

⟨J_e(P),d⟩ = u + (sign(u) √(u² + 2Me) − u) = sign(u) √(u² + 2Me).

```lean
/-- For a unit vector `d`, the jump replaces the component along `d` by the signed root. -/
theorem inner_jump (hd : ‖d‖ = 1) (M e : ℝ) (P : E) :
    ⟪jump M d e P, d⟫_ℝ =
      Real.sign ⟪P, d⟫_ℝ * Real.sqrt (⟪P, d⟫_ℝ ^ 2 + 2 * M * e) := by
  have hdd : ⟪d, d⟫_ℝ = 1 := by
    rw [real_inner_self_eq_norm_sq, hd]
    norm_num
  rw [jump, inner_add_left, real_inner_smul_left, hdd]
  ring
```

This identity follows from the definition and the unit length of d alone, so the theorem has no `Allowed` hypothesis. The proof expands the inner product by linearity, and `ring` cancels u.

Now let the jump be allowed, and write u′ = ⟨J_e(P),d⟩. Because sign(u)² = 1 and sign(u) u = |u|,

u′² = u² + 2Me,

u u′ = |u| √(u² + 2Me) > 0.

```lean
/-- In an allowed jump along a unit vector `d`, the squared component along `d` grows by
`2 M e`, and the component keeps its sign. -/
theorem jump_normal (hd : ‖d‖ = 1) (h : Allowed M d e P) :
    ⟪jump M d e P, d⟫_ℝ ^ 2 = ⟪P, d⟫_ℝ ^ 2 + 2 * M * e ∧
      0 < ⟪P, d⟫_ℝ * ⟪jump M d e P, d⟫_ℝ := by
  obtain ⟨hu, hp⟩ := h
  rw [inner_jump hd M e P]
  have hr := Real.sqrt_pos.2 hp
  have hs := Real.sq_sqrt hp.le
  rcases lt_or_gt_of_ne hu with h | h
  · rw [Real.sign_of_neg h]
    exact ⟨by linear_combination hs, by nlinarith [mul_pos (neg_pos.2 h) hr]⟩
  · rw [Real.sign_of_pos h]
    exact ⟨by linear_combination hs, by nlinarith [mul_pos h hr]⟩
```

The positive product says that the component along d keeps its sign: the nuclei are not reflected. Lean treats u < 0 and u > 0 separately, so that the sign becomes −1 or 1. In each case `Real.sq_sqrt` supplies the square of the root, and `nlinarith` obtains the inequality from a product of two positive numbers.

## The kinetic energy grows by e

The perpendicular part doesn't change, because the jump adds only a multiple of d:

J_e(P) − u′ d = P + (u′ − u) d − u′ d = P − u d.

```lean
/-- A jump along a unit vector `d` leaves the perpendicular momentum unchanged. -/
theorem perp_jump (hd : ‖d‖ = 1) (M e : ℝ) (P : E) :
    perp d (jump M d e P) = perp d P := by
  unfold perp
  rw [inner_jump hd M e P]
  unfold jump
  module
```

After the new component has been inserted, `module` checks this vector identity.

Pythagoras' theorem for the splitting along d follows by expanding a square:

‖P⊥‖² = ‖P‖² − 2u² + u² = ‖P‖² − u².

```lean
/-- For a unit vector `d`, the squared momentum is the sum of its perpendicular and
parallel parts. -/
theorem norm_sq_split (hd : ‖d‖ = 1) (P : E) :
    ‖P‖ ^ 2 = ‖perp d P‖ ^ 2 + ⟪P, d⟫_ℝ ^ 2 := by
  rw [perp, norm_sub_sq_real, real_inner_smul_right, norm_smul, hd, mul_one,
    Real.norm_eq_abs, sq_abs]
  ring
```

Apply it to the momentum after the jump, and then to the one before:

‖J_e(P)‖² = ‖P⊥‖² + u² + 2Me = ‖P‖² + 2Me.

Division by 2M gives

K(J_e(P)) = K(P) + e.

```lean
/-- An allowed jump along a unit vector raises the kinetic energy of a particle of positive
mass by exactly `e`. -/
theorem kinetic_jump (hd : ‖d‖ = 1) (hM : 0 < M) (h : Allowed M d e P) :
    kinetic M (jump M d e P) = kinetic M P + e := by
  have h1 := norm_sq_split hd (jump M d e P)
  rw [perp_jump hd M e P, (jump_normal hd h).1] at h1
  have h2 := norm_sq_split hd P
  have h3 : ‖jump M d e P‖ ^ 2 = ‖P‖ ^ 2 + 2 * M * e := by linarith
  have hne : 2 * M ≠ 0 := by positivity
  unfold kinetic
  rw [h3, add_div, mul_div_cancel_left₀ _ hne]
```

The names `h1` and `h2` hold the two uses of Pythagoras, and `h3` is the equation for the squared norms. The positive mass enters as `hM`.

A one-dimensional example shows what fails without the condition on the square root. Take M = 1, d = 1, P = 1 and e = −1. The kinetic energy is 1/2 and would have to become −1/2, which no real momentum has. Here u² + 2Me = −1, and since Lean's square root of a negative number is 0, `jump` returns the momentum 0 and removes only 1/2. The energy law therefore needs u² + 2Me ≥ 0. The strict inequality in `Allowed` serves the sign: at u² + 2Me = 0 the new component along d vanishes and has no sign to keep. In surface hopping, a transition that asks for more energy than the motion along d can supply is called frustrated.

## No other momentum meets the three conditions

Suppose that Q has the perpendicular part of P, the kinetic energy K(P) + e, and a component v = ⟨Q,d⟩ with u v > 0. Then Q and J_e(P) have equal norms and equal perpendicular parts, so Pythagoras gives

v² = u′², hence v = u′ or v = −u′.

The second root would give u v = −u u′ < 0, against the assumption. So v = u′, and

Q = P⊥ + u′ d = J_e(P).

```lean
/-- For positive mass, a unit vector `d` and an allowed jump, the new momentum is the only one
with the old perpendicular part, a kinetic energy larger by `e`, and a component along `d` of
the old sign. -/
theorem eq_jump_iff (hd : ‖d‖ = 1) (hM : 0 < M) (h : Allowed M d e P) (Q : E) :
    Q = jump M d e P ↔
      perp d Q = perp d P ∧ kinetic M Q = kinetic M P + e ∧
        0 < ⟪P, d⟫_ℝ * ⟪Q, d⟫_ℝ := by
  constructor
  · rintro rfl
    exact ⟨perp_jump hd M e P, kinetic_jump hd hM h, (jump_normal hd h).2⟩
  · rintro ⟨hperp, hkin, hsign⟩
    have hne : 2 * M ≠ 0 := by positivity
    rw [← kinetic_jump hd hM h] at hkin
    have hnorm : ‖Q‖ ^ 2 = ‖jump M d e P‖ ^ 2 := (div_left_inj' hne).1 hkin
    -- equal energies and equal perpendicular parts fix the square of the parallel part
    rw [norm_sq_split hd Q, norm_sq_split hd (jump M d e P), perp_jump hd M e P,
      hperp] at hnorm
    have hsq : ⟪Q, d⟫_ℝ ^ 2 = ⟪jump M d e P, d⟫_ℝ ^ 2 := by linarith
    have hpar : ⟪Q, d⟫_ℝ = ⟪jump M d e P, d⟫_ℝ := by
      rcases sq_eq_sq_iff_eq_or_eq_neg.1 hsq with h1 | h1
      · exact h1
      · have h2 := (jump_normal hd h).2
        rw [h1] at hsign
        nlinarith
    have hp := hperp.trans (perp_jump hd M e P).symm
    unfold perp at hp
    rw [hpar] at hp
    exact sub_left_inj.1 hp
```

The theorem is an equivalence. For an allowed jump, Q equals `jump M d e P` exactly when the three conditions hold. The forward direction collects the results already obtained. In the converse, `hsq` is the equality of squares, `hpar` picks the root by the sign condition, and the last lines rebuild the vector from its two parts. The formula for the jump is thus fixed by what it conserves and what it transfers, once the direction d is given.

## Successive jumps add their energies

Let an allowed jump e be followed by a jump f, where f is also an energy. The second square root contains

u′² + 2Mf = u² + 2M(e + f),

and sign(u′) = sign(u). The component along d after both jumps is therefore

sign(u) √(u² + 2M(e + f)),

which is also the component after the single jump e + f. The perpendicular parts agree as well, so

J_f(J_e(P)) = J_{e+f}(P).

```lean
/-- After an allowed jump by `e` along a unit vector, a jump by `f` is allowed exactly when
the jump by `e + f` is allowed from the start, and the two jumps compose to that one. -/
theorem jump_jump (hd : ‖d‖ = 1) (h : Allowed M d e P) (f : ℝ) :
    (Allowed M d f (jump M d e P) ↔ Allowed M d (e + f) P) ∧
      jump M d f (jump M d e P) = jump M d (e + f) P := by
  obtain ⟨hsq, hpos⟩ := jump_normal hd h
  have harg : ⟪jump M d e P, d⟫_ℝ ^ 2 + 2 * M * f =
      ⟪P, d⟫_ℝ ^ 2 + 2 * M * (e + f) := by linear_combination hsq
  have hsgn : Real.sign ⟪jump M d e P, d⟫_ℝ = Real.sign ⟪P, d⟫_ℝ := by
    rcases lt_or_gt_of_ne h.1 with hu | hu
    · have hj : ⟪jump M d e P, d⟫_ℝ < 0 := by
        by_contra hc
        nlinarith [mul_nonneg (neg_pos.2 hu).le (not_lt.1 hc)]
      rw [Real.sign_of_neg hu, Real.sign_of_neg hj]
    · rw [Real.sign_of_pos hu, Real.sign_of_pos (pos_of_mul_pos_right hpos hu.le)]
  refine ⟨⟨fun a => ⟨h.1, lt_of_lt_of_eq a.2 harg⟩,
    fun a => ⟨right_ne_zero_of_mul hpos.ne', lt_of_lt_of_eq a.2 harg.symm⟩⟩, ?_⟩
  -- both sides have the same parallel and the same perpendicular part
  have hpar : ⟪jump M d f (jump M d e P), d⟫_ℝ = ⟪jump M d (e + f) P, d⟫_ℝ := by
    rw [inner_jump hd M f (jump M d e P), inner_jump hd M (e + f) P, hsgn, harg]
  have hp : perp d (jump M d f (jump M d e P)) = perp d (jump M d (e + f) P) := by
    rw [perp_jump hd M f (jump M d e P), perp_jump hd M e P, perp_jump hd M (e + f) P]
  unfold perp at hp
  rw [hpar] at hp
  exact sub_left_inj.1 hp
```

The theorem has two parts. The first says that the jump f is allowed from J_e(P) exactly when e + f is allowed from P. The second is the composition law. It holds as an identity between the formulas for every real f, and describes a physical transfer when the second jump is allowed. In the proof, `harg` is the equation for the contents of the root and `hsgn` the equality of signs. The two vectors are then compared part by part, as in the uniqueness proof.

With f = −e the two transferred energies add up to zero, and

J_0(P) = P + (sign(u) |u| − u) d = P.

```lean
/-- An allowed jump by `e` along a unit vector is undone by the jump by `-e`. -/
theorem jump_neg_jump (hd : ‖d‖ = 1) (h : Allowed M d e P) :
    jump M d (-e) (jump M d e P) = P := by
  rw [(jump_jump hd h (-e)).2, add_neg_cancel]
  rcases lt_or_gt_of_ne h.1 with hu | hu
  · simp [jump, Real.sign_of_neg hu, Real.sqrt_sq_eq_abs, abs_of_neg hu]
  · simp [jump, Real.sign_of_pos hu, Real.sqrt_sq_eq_abs, abs_of_pos hu]
```

An allowed jump can therefore be reversed by returning the energy along the same direction. The proof specialises the composition law and evaluates √(u²) = |u| for each sign of u.

## Rate of change with the transferred energy

Only the square root depends on e. For an allowed jump its argument is positive, so it is differentiable:

d/de √(u² + 2Me) = M/√(u² + 2Me).

In d/de the letter d is the differential, not the unit vector. Since sign(u) is its own inverse, it can move into the denominator:

dJ_e(P)/de = sign(u) M/√(u² + 2Me) d = (M/⟨J_e(P),d⟩) d.

```lean
/-- For an allowed jump along a unit vector `d`, the momentum changes with the transferred energy at
the rate `M d / ⟨J, d⟩`, where `J` is the momentum after the jump. -/
theorem hasDerivAt_jump (hd : ‖d‖ = 1) (h : Allowed M d e P) :
    HasDerivAt (fun x => jump M d x P) ((M / ⟪jump M d e P, d⟫_ℝ) • d) e := by
  have h1 : HasDerivAt (fun x : ℝ => ⟪P, d⟫_ℝ ^ 2 + 2 * M * x) (2 * M) e :=
    (((hasDerivAt_id' e).const_mul (2 * M)).const_add (⟪P, d⟫_ℝ ^ 2)).congr_deriv
      (mul_one _)
  have h2 := h1.sqrt h.2.ne'
  have h3 := (((h2.const_mul (Real.sign ⟪P, d⟫_ℝ)).sub_const ⟪P, d⟫_ℝ).smul_const
    d).const_add P
  -- the sign equals its own inverse, so it may move into the denominator
  have hval : Real.sign ⟪P, d⟫_ℝ *
      (2 * M / (2 * Real.sqrt (⟪P, d⟫_ℝ ^ 2 + 2 * M * e))) =
      M / (Real.sign ⟪P, d⟫_ℝ * Real.sqrt (⟪P, d⟫_ℝ ^ 2 + 2 * M * e)) := by
    rw [mul_div_mul_left M _ two_ne_zero]
    rcases lt_or_gt_of_ne h.1 with hu | hu
    · rw [Real.sign_of_neg hu, neg_one_mul, neg_one_mul, div_neg]
    · rw [Real.sign_of_pos hu, one_mul, one_mul]
  refine h3.congr_deriv ?_
  rw [inner_jump hd M e P]
  exact congrArg (fun c : ℝ => c • d) hval
```

`HasDerivAt` says that the map from the energy `x` to the momentum `jump M d x P` is differentiable at `e`, with the stated derivative. In physical terms, ⟨J_e(P),d⟩/M is the velocity along d after the jump, and the momentum gained per unit of energy is the inverse of that velocity. The steps `h1`, `h2` and `h3` differentiate the argument, the root and the whole vector, and `hval` moves the sign.

An observable f of the momentum, with f now a function and no longer an energy, follows by the chain rule. If f is differentiable at J_e(P) and Df denotes its derivative there, then

d/de f(J_e(P)) = (M/⟨J_e(P),d⟩) Df(d).

```lean
/-- Along an allowed jump in the direction of a unit vector `d`, an observable `f`
differentiable at the new momentum `J` changes with the transferred energy at the rate
`M / ⟨J, d⟩` times its derivative along `d`. -/
theorem hasDerivAt_observable (hd : ‖d‖ = 1) (h : Allowed M d e P)
    {f : E → ℝ} {f' : E →L[ℝ] ℝ} (hf : HasFDerivAt f f' (jump M d e P)) :
    HasDerivAt (fun x => f (jump M d x P)) (M / ⟪jump M d e P, d⟫_ℝ * f' d) e := by
  have h1 := hf.comp_hasDerivAt e (hasDerivAt_jump hd h)
  refine h1.congr_deriv ?_
  rw [map_smul, smul_eq_mul]

end

end MomentumJump
```

In Lean the derivative Df is the continuous linear map `f'`, and `f' d` is the directional derivative of f along d. The proof composes `hf` with `hasDerivAt_jump` and takes the scalar factor out by linearity.

## The jump in mixed quantum-classical dynamics

Many versions of surface hopping use a map of this kind to adjust the nuclear momentum when the electronic state changes. Such a map also appears when the mixed quantum-classical Liouville equation is simulated in the momentum-jump approximation. The version treated here has one common mass and takes e and d as given. If ⟨P,d⟩ ≠ 0 and f is differentiable at P, the last theorem, applied at zero energy, gives the value of an observable after a small jump to first order in e,

f(P) + e (M/⟨P,d⟩) Df(d),

with Df taken at P. The coupling term of the Liouville equation contains an expression of this form, and the momentum-jump approximation replaces it by the finite shift f(J_e(P)). The theorems describe the shift itself. How well it represents the coupling term in a real molecule, with e and d taken from the electronic structure, is a separate question about the dynamics.

```lean
#print axioms MomentumJump.eq_jump_iff
#print axioms MomentumJump.jump_neg_jump
#print axioms MomentumJump.hasDerivAt_observable
```

```
'MomentumJump.eq_jump_iff' depends on axioms: [propext, Classical.choice, Quot.sound]
'MomentumJump.jump_neg_jump' depends on axioms: [propext, Classical.choice, Quot.sound]
'MomentumJump.hasDerivAt_observable' depends on axioms: [propext, Classical.choice, Quot.sound]
```
